# The nearest-neighbour triangular Ising antiferromagnet on a 3m × 3n torus has residual entropy above (ln 2)/3 per site

By a ground state I mean a configuration that no other configuration undercuts in energy, and not one that attains a value fixed in advance. With that meaning, I am looking at Ising spins $s(r)=\pm1$ on a triangular lattice with periodic boundaries, where every nearest-neighbour bond favours opposite spins. The periods are $3m$ and $3n$ with $m,n\ge1$, so there are $N=9mn$ sites, and in units of the coupling the energy is

$$E(s)=\sum_r \bigl[s(r)\bigl(s(r+e_1)+s(r+e_2)\bigr)+s(r+e_1)\,s(r+e_2)\bigr].$$

The usual frustration argument says that $E$ never drops below $-N$ and that at least $2^{N/3}$ configurations reach $-N$, which leaves an entropy of at least $(\ln 2)/3$ per site at zero temperature, in units of $k_B$. Can this be made rigorous at every such finite size, and checked by machine?

## One third of the spins cost nothing to flip

Yes, and the count comes out twice as large. Ground states are defined below as minimisers over all configurations, so their energy $-N$ is something to prove. The sum over $r$ runs over the triangles $r,\ r+e_1,\ r+e_2$, and each bond of the lattice lies in exactly one of them.

**The bound.** For three spins $a,b,c$, let

$$T(a,b,c)=ab+ac+bc=\tfrac12\bigl[(a+b+c)^2-3\bigr].$$

The sum $a+b+c$ is $\pm3$ if the spins are all equal and $\pm1$ otherwise. Hence $T=3$ in the first case and $T=-1$ in the second. Adding the $N$ triangles gives $E\ge-N$, with equality exactly when no triangle in the sum has three equal spins.

**The sublattices.** Give the site $r=(i,j)$ the colour $c(r)=i-j \bmod 3$. This is well defined on the torus because 3 divides both periods. Since

$$c(r+e_1)=c(r)+1,\qquad c(r+e_2)=c(r)-1,$$

each triangle has one site of each colour. Translation by $e_1$ maps each colour class one-to-one onto the next, so the three classes have equal size, namely $9mn/3=3mn$.

**The states.** Choose a sign $\varepsilon=\pm1$. Put $\varepsilon$ on every site of colour 1, $-\varepsilon$ on every site of colour 2, and any spins at all on colour 0. Every triangle then contains two opposite spins, so $E=-N$. The minimum is therefore $-N$, and the ground states are exactly the configurations with that energy.

**The count.** The configuration determines $\varepsilon$, which can be read off at the site $e_1$ of colour 1, and it determines the free spins, which can be read off on colour 0. Different choices thus give different configurations, and the number $W$ of ground states satisfies $W\ge2\cdot2^{3mn}$. Taking logarithms,

$$\frac{\ln W}{N}\ \ge\ \frac{(3mn+1)\ln2}{9mn}=\frac{\ln2}{3}+\frac{\ln2}{9mn}\ >\ \frac{\ln2}{3}.$$

## The 3 × 3 torus, and all three choices of free sublattice

For $m=n=1$ there are nine sites, three of each colour, and each site is a neighbour of all six sites of the other two colours. If $A,B,C$ are the total spins of the three sublattices, then $E=AB+BC+CA$, with each total equal to $\pm1$ or $\pm3$. Freezing two sublattices at $A=3$, $B=-3$ gives $E=-9+C(3-3)=-9$ for every $C$.

Going through the possible totals shows that $E=-9$ requires one sublattice at $3$ and another at $-3$. If the third total is $\pm1$, there are $6$ ways to assign the roles and $6$ spin patterns for the third sublattice, which makes $36$ states. If it is $\pm3$, all sublattices are uniform but not all alike, which makes $6$ more. So $W=42$, compared with the general lower bound of $16$.

The same construction works with any of the three colours left free. That gives three families of $2\cdot2^{3mn}$ states. Two families share exactly $2$ states, and no state lies in all three, so $W\ge6\cdot2^{3mn}-6$. At $m=n=1$ this is $42$, the exact number. This sharper count is an argument by hand and is not among the theorems of the file.

## What the Lean theorems say

`Site m n` is `ZMod (3 * m) × ZMod (3 * n)`, so the periodic boundaries are built into the arithmetic of the coordinates. The assumptions `[NeZero m]` and `[NeZero n]` say that both integers are nonzero, which makes the torus finite. A `Config m n` assigns to each site an element of `ℤˣ`, the invertible integers, which are exactly $+1$ and $-1$. The function `energy` is the sum above, with the coupling set to 1 and the antiferromagnetic sign fixed by the plus signs in `triangleEnergy`.

`groundStates m n` is the set of configurations `s` with `energy s ≤ energy t` for all `t`. `residualEntropy m n` is the logarithm of its size divided by the number of sites, in units of $k_B$.

The theorem `ground_state_degeneracy` has three parts: every configuration has energy at least $-9mn$; a configuration is a ground state if and only if its energy equals $-9mn$; and there are at least `2 * 2 ^ (3 * m * n)` ground states. The theorem `residualEntropy_gt` states the strict entropy bound for every allowed $m$ and $n$.

These are statements about finite tori with nearest-neighbour coupling and no field. They give a lower bound, not the exact residual entropy of the infinite lattice. The guaranteed excess $\ln2/(9mn)$ vanishes as the torus grows, so in a large-size limit the argument leaves only "at least $(\ln2)/3$".

If the spins are read as two atomic species, the result says that a nearest-neighbour pair model favouring unlike neighbours, on these tori and with the composition free at zero field, does not select a single ordered structure. A ground-state search in that model should expect a number of degenerate structures that grows exponentially with cell size.

```lean
import Mathlib

open Finset

namespace TriangularIsingAntiferromagnet

noncomputable section

/-- The sites of the triangular torus with periods `3m` and `3n`. -/
abbrev Site (m n : ℕ) := ZMod (3 * m) × ZMod (3 * n)

/-- A configuration puts a spin `+1` or `-1` on every site. -/
abbrev Config (m n : ℕ) := Site m n → ℤˣ

variable {m n : ℕ}

/-- The first lattice vector. -/
def e₁ : Site m n := (1, 0)

/-- The second lattice vector. -/
def e₂ : Site m n := (0, 1)

/-- The antiferromagnetic energy of the three bonds of one triangle. -/
def triangleEnergy (a b c : ℤˣ) : ℤ := (a : ℤ) * ((b : ℤ) + (c : ℤ)) + (b : ℤ) * (c : ℤ)

/-- The total energy: the sum over all sites `r` of the bonds of the triangle
`r`, `r + e₁`, `r + e₂`. -/
def energy [NeZero m] [NeZero n] (s : Config m n) : ℤ :=
  ∑ r : Site m n, triangleEnergy (s r) (s (r + e₁)) (s (r + e₂))

/-- The ground states: the configurations of least energy. -/
def groundStates (m n : ℕ) [NeZero m] [NeZero n] : Finset (Config m n) :=
  open Classical in Finset.univ.filter fun s => ∀ t : Config m n, energy s ≤ energy t

/-- The residual entropy per site, in units of the Boltzmann constant: the logarithm of the
number of ground states divided by the number of sites. -/
def residualEntropy (m n : ℕ) [NeZero m] [NeZero n] : ℝ :=
  Real.log ((groundStates m n).card : ℝ) / (Fintype.card (Site m n) : ℝ)

/-- The colour `i - j` modulo 3 of the site `(i, j)`, which labels three sublattices. -/
def colour (r : Site m n) : ZMod 3 :=
  ZMod.castHom (dvd_mul_right 3 m) (ZMod 3) r.1 - ZMod.castHom (dvd_mul_right 3 n) (ZMod 3) r.2

/-- The configuration with spin `p.1` on colour 1, the opposite spin on colour 2, and the
arbitrary spins `p.2` on colour 0. -/
def partlyFrozen (p : ℤˣ × ({r : Site m n // colour r = 0} → ℤˣ)) (r : Site m n) : ℤˣ :=
  if h : colour r = 0 then p.2 ⟨r, h⟩ else if colour r = 1 then p.1 else -p.1

/-- A triangle has energy at least `-1`, with equality exactly when its three spins are not
all equal. -/
theorem triangle_bound (a b c : ℤˣ) :
    -1 ≤ triangleEnergy a b c ∧ (triangleEnergy a b c = -1 ↔ ¬(a = b ∧ b = c)) := by
  rcases Int.units_eq_one_or a with rfl | rfl <;>
  rcases Int.units_eq_one_or b with rfl | rfl <;>
  rcases Int.units_eq_one_or c with rfl | rfl <;> decide

/-- The torus has `9mn` sites. -/
theorem card_site [NeZero m] [NeZero n] : Fintype.card (Site m n) = 9 * m * n := by
  rw [Fintype.card_prod, ZMod.card, ZMod.card]
  ring

theorem sum_neg_one [NeZero m] [NeZero n] :
    ∑ _r : Site m n, (-1 : ℤ) = -(9 * m * n : ℤ) := by
  rw [Finset.sum_const, Finset.card_univ, card_site, nsmul_eq_mul]
  push_cast
  ring

/-- The energy equals minus the number of sites exactly when no triangle
`r`, `r + e₁`, `r + e₂` has three equal spins. -/
theorem energy_eq_iff [NeZero m] [NeZero n] (s : Config m n) :
    energy s = -(9 * m * n : ℤ) ↔ ∀ r, ¬(s r = s (r + e₁) ∧ s (r + e₁) = s (r + e₂)) := by
  have key : (∑ _r : Site m n, (-1 : ℤ) = energy s) ↔ ∀ r ∈ (Finset.univ : Finset (Site m n)),
      (-1 : ℤ) = triangleEnergy (s r) (s (r + e₁)) (s (r + e₂)) :=
    Finset.sum_eq_sum_iff_of_le (fun r _ => (triangle_bound _ _ _).1)
  rw [sum_neg_one] at key
  constructor
  · intro h r
    exact (triangle_bound _ _ _).2.1 (key.1 h.symm r (Finset.mem_univ r)).symm
  · intro h
    exact (key.2 fun r _ => ((triangle_bound _ _ _).2.2 (h r)).symm).symm

/-- A step along `e₁` raises the colour by one, and a step along `e₂` lowers it by one. -/
theorem colour_step (r : Site m n) :
    colour (r + e₁) = colour r + 1 ∧ colour (r + e₂) = colour r - 1 := by
  constructor
  · simp only [colour, e₁, Prod.fst_add, Prod.snd_add, map_add, map_one, map_zero]
    ring
  · simp only [colour, e₂, Prod.fst_add, Prod.snd_add, map_add, map_one, map_zero]
    ring

/-- The sublattice of colour 0 holds `3mn` sites. -/
theorem card_sublattice [NeZero m] [NeZero n] :
    Fintype.card {r : Site m n // colour r = 0} = 3 * m * n := by
  -- translation by `e₁` carries each sublattice onto the next
  have step : ∀ k : ZMod 3, (Finset.univ.filter fun r : Site m n => colour r = k).card
      = (Finset.univ.filter fun r : Site m n => colour r = k + 1).card := by
    intro k
    refine Finset.card_equiv (Equiv.addRight e₁) fun r => ?_
    simp [(colour_step r).1]
  have h0 := step 0
  have h1 := step 1
  rw [show (0 : ZMod 3) + 1 = 1 by decide] at h0
  rw [show (1 : ZMod 3) + 1 = 2 by decide] at h1
  have same : ∀ k : ZMod 3, (Finset.univ.filter fun r : Site m n => colour r = k).card
      = (Finset.univ.filter fun r : Site m n => colour r = 0).card := by
    intro k
    have hk : ∀ k : ZMod 3, k = 0 ∨ k = 1 ∨ k = 2 := by decide
    rcases hk k with rfl | rfl | rfl <;> omega
  have total := Finset.card_eq_sum_card_fiberwise (s := (Finset.univ : Finset (Site m n)))
    (t := (Finset.univ : Finset (ZMod 3))) (f := colour) (fun _ _ => by simp)
  rw [Finset.sum_congr rfl fun k _ => same k, Finset.sum_const, Finset.card_univ,
    Finset.card_univ, ZMod.card, card_site, smul_eq_mul] at total
  rw [Fintype.card_subtype]
  nlinarith [total]

theorem partlyFrozen_one (p : ℤˣ × ({r : Site m n // colour r = 0} → ℤˣ)) {r : Site m n}
    (h : colour r = 1) : partlyFrozen p r = p.1 := by
  have h0 : colour r ≠ 0 := by rw [h]; decide
  unfold partlyFrozen
  rw [dif_neg h0, if_pos h]

theorem partlyFrozen_two (p : ℤˣ × ({r : Site m n // colour r = 0} → ℤˣ)) {r : Site m n}
    (h : colour r = 2) : partlyFrozen p r = -p.1 := by
  have h0 : colour r ≠ 0 := by rw [h]; decide
  have h1 : colour r ≠ 1 := by rw [h]; decide
  unfold partlyFrozen
  rw [dif_neg h0, if_neg h1]

/-- With one spin on all of colour 1, the opposite spin on all of colour 2 and any spins on colour
0, the energy is `-9mn`. -/
theorem energy_partlyFrozen [NeZero m] [NeZero n]
    (p : ℤˣ × ({r : Site m n // colour r = 0} → ℤˣ)) :
    energy (partlyFrozen p) = -(9 * m * n : ℤ) := by
  rw [energy_eq_iff]
  rintro r ⟨hab, hbc⟩
  have flip : ∀ a : ℤˣ, a ≠ -a := by
    intro a
    rcases Int.units_eq_one_or a with rfl | rfl <;> decide
  have hk : ∀ k : ZMod 3, k = 0 ∨ k = 1 ∨ k = 2 := by decide
  obtain ⟨c1, c2⟩ := colour_step r
  -- in each case the triangle contains one site of colour 1 and one of colour 2
  rcases hk (colour r) with h | h | h <;> rw [h] at c1 c2
  · rw [partlyFrozen_one p (c1.trans (by decide)),
      partlyFrozen_two p (c2.trans (by decide))] at hbc
    exact flip _ hbc
  · rw [partlyFrozen_one p h, partlyFrozen_two p (c1.trans (by decide))] at hab
    exact flip _ hab
  · have hac := hab.trans hbc
    rw [partlyFrozen_two p h, partlyFrozen_one p (c2.trans (by decide))] at hac
    exact flip _ hac.symm

/-- Every configuration has energy at least `-N` with `N = 9mn`, the ground states are those
with energy `-N`, and there are at least `2 * 2 ^ (N / 3)` of them. -/
theorem ground_state_degeneracy (m n : ℕ) [NeZero m] [NeZero n] :
    (∀ s : Config m n, -(9 * m * n : ℤ) ≤ energy s) ∧
    (∀ s : Config m n, s ∈ groundStates m n ↔ energy s = -(9 * m * n : ℤ)) ∧
    2 * 2 ^ (3 * m * n) ≤ (groundStates m n).card := by
  have bound : ∀ s : Config m n, -(9 * m * n : ℤ) ≤ energy s := by
    intro s
    rw [← sum_neg_one]
    exact Finset.sum_le_sum fun r _ => (triangle_bound _ _ _).1
  have ground : ∀ s : Config m n, s ∈ groundStates m n ↔ energy s = -(9 * m * n : ℤ) := by
    intro s
    simp only [groundStates, Finset.mem_filter, Finset.mem_univ, true_and]
    constructor
    · intro h
      exact le_antisymm ((h _).trans (energy_partlyFrozen (1, fun _ => 1)).le) (bound s)
    · intro h t
      exact h.le.trans (bound t)
  refine ⟨bound, ground, ?_⟩
  -- different choices of the frozen sign and the free spins give different configurations
  have inj : Function.Injective (partlyFrozen (m := m) (n := n)) := by
    intro p q h
    have c : colour (e₁ : Site m n) = 1 := by simp [colour, e₁]
    refine Prod.ext ?_ (funext ?_)
    · have h1 := congrFun h e₁
      rwa [partlyFrozen_one p c, partlyFrozen_one q c] at h1
    · rintro ⟨r, hr⟩
      have h2 := congrFun h r
      unfold partlyFrozen at h2
      rwa [dif_pos hr, dif_pos hr] at h2
  have count := Finset.card_le_card_of_injOn (s := Finset.univ) (t := groundStates m n)
    partlyFrozen (fun p _ => (ground _).2 (energy_partlyFrozen p)) inj.injOn
  rwa [Finset.card_univ, Fintype.card_prod, Fintype.card_fun, Fintype.card_units_int,
    card_sublattice] at count

/-- The residual entropy per site is strictly larger than `(ln 2) / 3` on every torus with periods
`3m` and `3n`, for nonzero `m` and `n`. -/
theorem residualEntropy_gt (m n : ℕ) [NeZero m] [NeZero n] :
    Real.log 2 / 3 < residualEntropy m n := by
  have hm : (0 : ℝ) < m := Nat.cast_pos.2 (Nat.pos_of_ne_zero (NeZero.ne m))
  have hn : (0 : ℝ) < n := Nat.cast_pos.2 (Nat.pos_of_ne_zero (NeZero.ne n))
  have hc : (2 : ℝ) * 2 ^ (3 * m * n) ≤ ((groundStates m n).card : ℝ) := by
    exact_mod_cast (ground_state_degeneracy m n).2.2
  have hlog := Real.log_le_log (by positivity) hc
  rw [Real.log_mul (by norm_num) (by positivity), Real.log_pow] at hlog
  push_cast at hlog
  have h2 : 0 < Real.log 2 := Real.log_pos (by norm_num)
  unfold residualEntropy
  rw [card_site]
  push_cast
  rw [lt_div_iff₀ (by positivity)]
  have e : Real.log 2 / 3 * (9 * (m : ℝ) * n) = 3 * (m : ℝ) * n * Real.log 2 := by ring
  rw [e]
  linarith

end

end TriangularIsingAntiferromagnet
```

```lean
#print axioms TriangularIsingAntiferromagnet.residualEntropy_gt
```

```
'TriangularIsingAntiferromagnet.residualEntropy_gt' depends on axioms: [propext, Classical.choice, Quot.sound]
```

## How the proof follows the argument

**Triangles.** `triangle_bound` proves both the bound $-1\le T$ and the condition for equality. Where the derivation by hand completes a square, Lean splits into the eight spin assignments and evaluates each with `decide`.

**From triangles to the lattice.** `card_site` counts the $9mn$ sites, and `sum_neg_one` evaluates the sum of $-1$ over them. `energy_eq_iff` then turns $E=-N$ into the local condition that no triangle has three equal spins. Its main ingredient is `Finset.sum_eq_sum_iff_of_le`: if one sum is bounded by another term by term, the sums agree only when all the terms agree.

**Colours.** The definition of `colour` reduces each coordinate modulo 3 through `ZMod.castHom`, which asks for a proof that 3 divides the period. `colour_step` gives the two colour shifts. In `card_sublattice`, the translation `Equiv.addRight e₁` shows that consecutive colour classes have equal size, and `Finset.card_eq_sum_card_fiberwise` writes the number of sites as the sum of the three class sizes. Solving for one class gives $3mn$.

**The frozen states.** `partlyFrozen` builds a configuration from a pair `p`, where `p.1` is the sign $\varepsilon$ and `p.2` holds the free spins on colour 0. The lemmas `partlyFrozen_one` and `partlyFrozen_two` give its values on colours 1 and 2. `energy_partlyFrozen` assumes that some triangle has three equal spins and splits on the colour of its site `r`:

- If `r` has colour 0, the opposite spins sit at `r + e₁` and `r + e₂`.
- If `r` has colour 1, they sit at `r` and `r + e₁`.
- If `r` has colour 2, they sit at `r` and `r + e₂`.

Each case would make a spin equal to its own negative, which `flip` rules out.

**Minimisers and their number.** Within `ground_state_degeneracy`, `bound` sums the triangle inequality. For `ground`, a minimiser is compared with one explicit frozen state: its energy is at most $-N$, and by `bound` it is also at least $-N$. The converse follows directly from `bound`. The step `inj` recovers the sign at `e₁` and the free spins on colour 0, as in the derivation. `Finset.card_le_card_of_injOn` then converts the injective map into the lower bound on the number of ground states.

**Entropy.** `residualEntropy_gt` takes logarithms of that count with `Real.log_le_log` and expands the product and the power. After multiplying through by the number of sites, the claim becomes $3mn\ln2<\ln W$. This follows from $\ln W\ge\ln2+3mn\ln2$ because $\ln2>0$, so the strict inequality comes from the global choice of $\varepsilon$.
